# In Parity Encoding, the $k$-Particle Sector of $n$ Modes Has Dimension $\binom{n}{k}$

## Occupied modes, stored parities and domain walls

Take $n$ fermionic modes, numbered $1,\dots,n$ in a fixed order. An occupation configuration is the set $S\subseteq\{1,\dots,n\}$ of occupied modes. Parity encoding represents it by a bit string $p_1\dots p_n$ in which $p_j$ is the parity of the number of occupied modes up to and including $j$:

$$p_j = |S\cap\{1,\dots,j\}| \bmod 2 .$$

Write $E(S)$ for this string. A fixed bit $p_0=0$ is prepended to every string. It is the parity of an empty set of modes and isn't stored in a qubit.

A domain wall of $p$ is a position $j\in\{1,\dots,n\}$ with $p_{j-1}\neq p_j$. The set of all domain walls is $W(p)$. A wall at position 1 means that $p_1=1$, because the comparison there is with $p_0=0$.

Pauli $Z$ has the value $z(0)=1$ on bit 0 and $z(1)=-1$ on bit 1. The state of $n$ qubits is a wave function $\psi$ that assigns a complex amplitude $\psi(p)$ to each bit string. On these wave functions the particle-number operator is

$$\hat N=\sum_{j=1}^{n}\frac{1-Z_{j-1}Z_j}{2},\qquad Z_0=1 .$$

In the Jordan-Wigner encoding each qubit stores one occupation number, and mode $j$ contributes $(1-Z_j)/2$. Here the occupation of mode $j$ is the difference modulo 2 between two neighbouring parities, so a product of two $Z$ operators takes the place of one.

## Three modes with two particles

For $n=3$ and $S=\{1,3\}$ the running parities are $1,1,0$. The padded string is $0\,110$, with walls at positions 1 and 3, which are the occupied modes. The complete two-particle list is

| occupied modes | encoded string | walls |
|---|---|---|
| $\{1,2\}$ | $100$ | $1,2$ |
| $\{1,3\}$ | $110$ | $1,3$ |
| $\{2,3\}$ | $010$ | $2,3$ |

There are $\binom32=3$ strings. The number of ones varies from string to string, so it isn't the particle number; the number of walls is.

## The count and the dimension

For all natural numbers $n$ and $k$, two statements hold.

1. Exactly $\binom nk$ bit strings of length $n$ have $k$ domain walls.
2. The eigenspace of $\hat N$ at the value $k$ has complex dimension $\binom nk$.

If the Hamiltonian conserves particle number, the second number is the size of its $k$-particle matrix block in parity encoding. Further symmetries of the Hamiltonian can split this block into smaller ones.

## Walls sit at the occupied modes

Let $N_m=|S\cap\{1,\dots,m\}|$ be the running particle count, with $N_0=0$. The padded string $E(S)$ has $p_m=N_m\bmod 2$ for every $m=0,\dots,n$. Going from $j-1$ to $j$, the count changes by

$$N_j-N_{j-1}=\begin{cases}1,& j\in S,\\ 0,& j\notin S.\end{cases}$$

An occupied mode flips the parity and an empty mode leaves it alone. Hence $p_{j-1}\ne p_j$ exactly when $j\in S$, which means $W(E(S))=S$.

Conversely, the walls determine the string. Suppose that $W(p)=W(q)$. Both padded strings start with $p_0=q_0=0$. If $p_{j-1}=q_{j-1}$, then either both strings flip at $j$ or neither does, and so $p_j=q_j$. By induction along the chain, $p=q$.

Now apply the first result to the set $W(p)$: the strings $E(W(p))$ and $p$ have the same walls, so they are equal. The maps $E$ and $W$ are therefore inverse to each other. Strings with $k$ walls correspond one to one to $k$-element subsets of $\{1,\dots,n\}$, and there are $\binom nk$ of those.

The same correspondence gives the last bit. Since $p=E(W(p))$, the bit $p_n$ is the parity of $|W(p)|$. When $n\ge1$, the last qubit thus has the same value on every string of a $k$-particle sector, namely $k\bmod 2$.

## From wall number to eigenspace

The product $z(p_{j-1})z(p_j)$ is $1$ for equal bits and $-1$ for different bits. The term $(1-z(p_{j-1})z(p_j))/2$ is then $0$ without a wall at $j$ and $1$ with one. Summing over $j$ gives

$$(\hat N\psi)(p)=|W(p)|\,\psi(p).$$

The eigenvalue equation $\hat N\psi=k\psi$ becomes $(|W(p)|-k)\,\psi(p)=0$ for each string $p$. Where $|W(p)|\neq k$, the amplitude must vanish; where $|W(p)|=k$, it is free. The eigenspace consists of the wave functions supported on strings with $k$ walls, and its dimension is the number of such strings, $\binom nk$.

## The shortest chains and the role of the fixed bit

For $n=0$ there is one string, the empty one, and it has no walls. The space of wave functions is one-dimensional and $\hat N$ is zero on it, in agreement with $\binom00=1$. For $n=1$ the string $0$ has no wall and the string $1$ has one, so the sectors $k=0$ and $k=1$ each have dimension 1. For $k>n$ the binomial coefficient is zero, and so is the eigenspace.

The theorems put no condition on $n$ or $k$, but the definition of a wall contains one: the first bit is compared with $p_0=0$. Without that comparison the count fails already at $n=1$. Both strings, $0$ and $1$, would have no walls, giving two strings for $k=0$ instead of one and none for $k=1$. The number of walls would no longer tell the empty mode from the occupied one.

## How the Lean definitions match the physics

A bit string is a function `Fin n → Bool`, with `true` for bit 1. Lean numbers the elements of `Fin n` from 0, so an element with value $v$ stands for mode or position $v+1$ in the text. The padded string `padded p` is a function on `Fin (n + 1)`, and its indices $0,\dots,n$ agree with those of $p_0,\dots,p_n$. For a position `j`, the index `j.castSucc` points to the bit before it and `j.succ` to the bit at it.

`encode` is $E$ and `walls` is $W$. `numberOp n` is $\hat N$, written as a complex-linear map on functions from bit strings to `ℂ`. `sector n k` is its eigenspace at $k$. The two main statements are `card_strings_with_walls` and `finrank_sector`; the latter reads `Module.finrank ℂ (sector n k) = n.choose k`.

The operator is defined by its $ZZ$ formula and isn't derived from creation and annihilation operators. What ties it to particles is the combination of `numberOp_apply` and `walls_encode`: on the string that encodes $S$, it multiplies the amplitude by $|S|$. Anticommutation relations, fermionic signs and Hamiltonians don't enter, and the number of modes is finite.

## The Lean file

```lean
import Mathlib

open Finset

namespace ParityEncodingDomainWalls

noncomputable section

variable {n : ℕ}

/-- The bit string `p_1 … p_n` with the fixed bit `p_0 = 0` prepended. -/
def padded (p : Fin n → Bool) : Fin (n + 1) → Bool :=
  Fin.cons (α := fun _ => Bool) false p

/-- The domain walls of a bit string: the positions whose bit differs from the preceding one,
the first bit being compared with `p_0 = 0`. -/
def walls (p : Fin n → Bool) : Finset (Fin n) :=
  univ.filter fun j => padded p j.castSucc ≠ padded p j.succ

/-- Parity encoding of a set `S` of occupied modes: bit `j` stores the parity of the number of
occupied modes up to and including `j`. -/
def encode (S : Finset (Fin n)) : Fin n → Bool :=
  fun j => decide (Odd (S.filter fun i => i ≤ j).card)

/-- Each bit of the padded encoded string is the parity of the number of particles in the modes
up to that point of the chain. -/
theorem padded_encode (S : Finset (Fin n)) (m : Fin (n + 1)) :
    padded (encode S) m = decide (Odd (S.filter fun i => i.castSucc < m).card) := by
  refine Fin.cases ?_ (fun j => ?_) m
  · simp [padded]
  · have h : (S.filter fun i => i.castSucc < j.succ) = S.filter fun i => i ≤ j := by
      apply Finset.filter_congr
      intro i _
      show i.val < j.val + 1 ↔ i.val ≤ j.val
      omega
    rw [h]
    simp [padded, encode]

/-- The domain walls of the encoded string sit exactly at the occupied modes. -/
theorem walls_encode (S : Finset (Fin n)) : walls (encode S) = S := by
  ext j
  simp only [walls, mem_filter, mem_univ, true_and, padded_encode]
  by_cases hj : j ∈ S
  · -- an occupied mode adds one particle to the running count and flips its parity
    have key : (S.filter fun i => i.castSucc < j.succ)
        = insert j (S.filter fun i => i.castSucc < j.castSucc) := by
      ext i
      have e1 : i.castSucc < j.succ ↔ i.val < j.val + 1 := Iff.rfl
      have e2 : i.castSucc < j.castSucc ↔ i.val < j.val := Iff.rfl
      simp only [mem_insert, mem_filter]
      rw [e1, e2]
      constructor
      · rintro ⟨hi, h⟩
        by_cases hij : i = j
        · exact Or.inl hij
        · have := Fin.val_ne_of_ne hij
          exact Or.inr ⟨hi, by omega⟩
      · rintro (h | ⟨hi, h⟩)
        · subst h
          exact ⟨hj, by omega⟩
        · exact ⟨hi, by omega⟩
    rw [key, card_insert_of_notMem (by simp), ne_eq, decide_eq_decide, Nat.odd_add_one]
    tauto
  · -- an empty mode leaves the running count unchanged
    have key : (S.filter fun i => i.castSucc < j.succ)
        = S.filter fun i => i.castSucc < j.castSucc := by
      apply Finset.filter_congr
      intro i hi
      have hij : i ≠ j := fun h => hj (h ▸ hi)
      have := Fin.val_ne_of_ne hij
      show i.val < j.val + 1 ↔ i.val < j.val
      omega
    rw [key]
    simp [hj]

/-- Two bit strings with the same domain walls are equal. -/
theorem walls_injective : Function.Injective (walls : (Fin n → Bool) → Finset (Fin n)) := by
  intro p q h
  -- walk along the chain from the common bit `p_0 = 0`
  have hp : ∀ m, padded p m = padded q m := by
    intro m
    induction m using Fin.induction with
    | zero => rfl
    | succ j ih =>
      have hj : j ∈ walls p ↔ j ∈ walls q := by rw [h]
      simp only [walls, mem_filter, mem_univ, true_and] at hj
      rw [ih] at hj
      revert hj
      cases padded q j.castSucc <;> cases padded p j.succ <;> cases padded q j.succ <;> simp
  funext j
  simpa [padded] using hp j.succ

/-- Encoding the set of domain walls of a bit string gives back the string. -/
theorem encode_walls (p : Fin n → Bool) : encode (walls p) = p :=
  walls_injective (walls_encode (walls p))

/-- The last bit of the padded string is the parity of the number of domain walls. -/
theorem last_bit_eq_parity (p : Fin n → Bool) :
    padded p (Fin.last n) = decide (Odd (walls p).card) := by
  have h := padded_encode (walls p) (Fin.last n)
  rw [encode_walls] at h
  rw [h, filter_true_of_mem]
  intro i _
  exact Fin.castSucc_lt_last i

/-- The number of bit strings of length `n` with exactly `k` domain walls is `n` choose `k`. -/
theorem card_strings_with_walls (n k : ℕ) :
    (univ.filter fun p : Fin n → Bool => (walls p).card = k).card = n.choose k := by
  have h : (univ.filter fun p : Fin n → Bool => (walls p).card = k).card
      = (powersetCard k (univ : Finset (Fin n))).card := by
    apply Finset.card_bij (fun p _ => walls p)
    · intro p hp
      simpa [mem_powersetCard] using hp
    · intro p _ q _ hpq
      exact walls_injective hpq
    · intro S hS
      exact ⟨encode S, by simpa [walls_encode, mem_powersetCard] using hS, walls_encode S⟩
  rw [h, card_powersetCard, card_univ, Fintype.card_fin]

/-- The value of Pauli `Z` on a bit: `1` on bit 0 and `-1` on bit 1. -/
def zSign (b : Bool) : ℂ := if b then -1 else 1

/-- The particle-number operator in parity encoding, `∑ j, (1 - Z_(j-1) Z_j) / 2` with `Z_0 = 1`,
acting on wave functions of `n` qubits. -/
def numberOp (n : ℕ) : ((Fin n → Bool) → ℂ) →ₗ[ℂ] ((Fin n → Bool) → ℂ) where
  toFun ψ p := (∑ j : Fin n, (1 - zSign (padded p j.castSucc) * zSign (padded p j.succ)) / 2) * ψ p
  map_add' _ _ := by
    funext p
    exact mul_add _ _ _
  map_smul' _ _ := by
    funext p
    exact mul_left_comm _ _ _

/-- The number operator multiplies the amplitude of each bit string by its number of domain
walls. -/
theorem numberOp_apply (ψ : (Fin n → Bool) → ℂ) (p : Fin n → Bool) :
    numberOp n ψ p = ((walls p).card : ℂ) * ψ p := by
  have h : (∑ j : Fin n, (1 - zSign (padded p j.castSucc) * zSign (padded p j.succ)) / 2)
      = ((walls p).card : ℂ) := by
    rw [walls, card_filter, Nat.cast_sum]
    apply Finset.sum_congr rfl
    intro j _
    cases padded p j.castSucc <;> cases padded p j.succ <;> norm_num [zSign]
  show (∑ j : Fin n, (1 - zSign (padded p j.castSucc) * zSign (padded p j.succ)) / 2) * ψ p = _
  rw [h]

/-- The `k`-particle sector: the eigenspace of the number operator at `k`. -/
def sector (n k : ℕ) : Submodule ℂ ((Fin n → Bool) → ℂ) :=
  Module.End.eigenspace (numberOp n) (k : ℂ)

/-- A wave function lies in the `k`-particle sector exactly when it vanishes on every bit string
whose number of domain walls is not `k`. -/
theorem mem_sector_iff (k : ℕ) (ψ : (Fin n → Bool) → ℂ) :
    ψ ∈ sector n k ↔ ∀ p, (walls p).card ≠ k → ψ p = 0 := by
  rw [sector, Module.End.mem_eigenspace_iff]
  constructor
  · intro h p hp
    have h1 := congrFun h p
    rw [numberOp_apply, Pi.smul_apply, smul_eq_mul] at h1
    have hne : ((walls p).card : ℂ) - (k : ℂ) ≠ 0 := sub_ne_zero.mpr (by exact_mod_cast hp)
    have h2 : (((walls p).card : ℂ) - (k : ℂ)) * ψ p = 0 := by linear_combination h1
    exact (mul_eq_zero.mp h2).resolve_left hne
  · intro h
    funext p
    rw [numberOp_apply, Pi.smul_apply, smul_eq_mul]
    by_cases hp : (walls p).card = k
    · rw [hp]
    · rw [h p hp, mul_zero, mul_zero]

/-- The `k`-particle sector of `n` modes in parity encoding has dimension `n` choose `k`. -/
theorem finrank_sector (n k : ℕ) : Module.finrank ℂ (sector n k) = n.choose k := by
  -- restrict a wave function to the strings with `k` walls, or extend it by zero
  let e : sector n k ≃ₗ[ℂ] ({p : Fin n → Bool // (walls p).card = k} → ℂ) :=
    { toFun := fun ψ p => ψ.1 p.1
      map_add' := fun _ _ => rfl
      map_smul' := fun _ _ => rfl
      invFun := fun φ => ⟨fun p => if h : (walls p).card = k then φ ⟨p, h⟩ else 0,
        (mem_sector_iff k _).2 fun p hp => dif_neg hp⟩
      left_inv := by
        intro ψ
        refine Subtype.ext (funext fun p => ?_)
        by_cases hp : (walls p).card = k
        · simp [hp]
        · simp [hp, (mem_sector_iff k ψ.1).1 ψ.2 p hp]
      right_inv := by
        intro φ
        funext p
        exact dif_pos p.2 }
  rw [e.finrank_eq, Module.finrank_fintype_fun_eq_card, Fintype.card_subtype,
    card_strings_with_walls]

end

end ParityEncodingDomainWalls
```

```lean
#print axioms ParityEncodingDomainWalls.last_bit_eq_parity
#print axioms ParityEncodingDomainWalls.finrank_sector
```

```
'ParityEncodingDomainWalls.last_bit_eq_parity' depends on axioms: [propext, Classical.choice, Quot.sound]
'ParityEncodingDomainWalls.finrank_sector' depends on axioms: [propext, Classical.choice, Quot.sound]
```

## Parity flips and induction along the chain

`padded_encode` says that the padded bit with index `m` is the parity of the running count $N_m$. It treats the prepended bit and the stored bits separately. For a stored bit, it checks that "strictly before `j.succ`" and "up to and including `j`" select the same modes.

`walls_encode` then compares two neighbouring counts, splitting on whether `j` is occupied. In the occupied case, `key` shows that the later set of counted modes is the earlier one with `j` inserted. The cardinality grows by one, and `Nat.odd_add_one` turns this into a flip of parity. In the empty case the two sets are equal, so there is no wall.

`walls_injective` is the walk along the chain, done with `Fin.induction`. The start is the common bit $p_0=0$. In the step, the induction hypothesis identifies the preceding bits, and a case split over the remaining bit values leaves only the possibility that the next bits agree. `encode_walls` follows by applying injectivity to `walls_encode (walls p)`, exactly as in the derivation above. `last_bit_eq_parity` evaluates `padded_encode` at the end of the chain, where every mode is counted.

## Counting strings and reading off the dimension

`card_strings_with_walls` uses `Finset.card_bij` to match the strings with $k$ walls to the $k$-element subsets of the modes. The matching map is `walls`. Its injectivity is `walls_injective`, and each subset `S` is reached from the string `encode S`. The known cardinality of `powersetCard` supplies the binomial coefficient.

`numberOp_apply` shows that the operator is diagonal. It writes the number of walls as a sum of zeros and ones and compares this with the $ZZ$ sum term by term, checking the four possible pairs of neighbouring bits.

`mem_sector_iff` describes the sector by the support of its wave functions. In one direction it forms the equation $(|W(p)|-k)\psi(p)=0$ and divides out the non-zero factor. In the other, each string either has the eigenvalue $k$ or carries zero amplitude.

For `finrank_sector`, the linear equivalence `e` restricts a wave function in the sector to the strings with $k$ walls. Its inverse extends a function on those strings by zero. The restriction loses nothing, because the omitted amplitudes vanish by `mem_sector_iff`. The dimension of the space of complex functions on a finite set is the number of its elements, and `card_strings_with_walls` gives that number as $\binom nk$.
